# Two normalised but overlapping orbitals can give an occupation eigenvalue of 8/5

In a two-dimensional one-particle space, take the orbitals (1, 0) and (3/5, 4/5), which are the columns of a matrix A. The lemma states that both have norm one, and that with the identity as density matrix the occupation matrix A†1A, formed without orthogonalising the orbitals, sends the vector (1, 1) to 8/5 times itself. That vector is not normalised, but scaling it to unit length leaves the eigenvalue 8/5 unchanged. The attempt checks both claims entry by entry, expanding the matrix products with `simp` and leaving the remaining arithmetic to `norm_num`.

The failing Lean file:

```lean
import Mathlib

open Matrix
open scoped ComplexOrder MatrixOrder

namespace HubbardProjectors

noncomputable section

variable {κ g ι m : Type*} [Fintype κ] [Fintype g] [DecidableEq g]
  [Fintype ι] [DecidableEq ι] [Fintype m] [DecidableEq m]

/-- The overlap matrix of the localised orbitals stored in the columns of `A`. -/
def overlap (A : Matrix g ι ℂ) : Matrix ι ι ℂ := Aᴴ * A

/-- Two real orbitals in the plane, the second tilted towards the first. -/
def tiltedPair : Matrix (Fin 2) (Fin 2) ℂ := !![1, 3 / 5; 0, 4 / 5]

/-- The tilted orbitals are normalised, but used without orthogonalisation they give, for the
density matrix 1, an occupation matrix with eigenvalue `8/5`. -/
theorem raw_projectors_exceed_one :
    (∀ i, overlap tiltedPair i i = 1) ∧
      (tiltedPairᴴ * 1 * tiltedPair) *ᵥ ![1, 1] = (8 / 5 : ℂ) • ![1, 1] := by
  constructor
  · intro i
    fin_cases i <;>
      simp [overlap, tiltedPair, Matrix.mul_apply, Fin.sum_univ_succ] <;> norm_num
  · ext i
    fin_cases i <;>
      simp [tiltedPair, Matrix.mul_apply, Matrix.mulVec, dotProduct, Fin.sum_univ_succ] <;>
      norm_num

end

end HubbardProjectors
```

The error:

```
Main.lean:25:2: error: unsolved goals
case left.«1»
⊢ (starRingEnd ℂ) 3 / (starRingEnd ℂ) 5 * (3 / 5) + (starRingEnd ℂ) 4 / (starRingEnd ℂ) 5 * (4 / 5) = 1
Main.lean:28:2: error: unsolved goals
case right.«1»
⊢ (starRingEnd ℂ) 3 / (starRingEnd ℂ) 5 +
      ((starRingEnd ℂ) 3 / (starRingEnd ℂ) 5 * (3 / 5) + (starRingEnd ℂ) 4 / (starRingEnd ℂ) 5 * (4 / 5)) =
    8 / 5
```

Fix (accepted with no message):

```diff
@@ -22,11 +22,17 @@
     (∀ i, overlap tiltedPair i i = 1) ∧
       (tiltedPairᴴ * 1 * tiltedPair) *ᵥ ![1, 1] = (8 / 5 : ℂ) • ![1, 1] := by
+  -- the entries are real, so conjugation leaves them unchanged
+  have h3 : (starRingEnd ℂ) 3 = 3 := Complex.conj_eq_iff_im.mpr (by simp)
+  have h4 : (starRingEnd ℂ) 4 = 4 := Complex.conj_eq_iff_im.mpr (by simp)
+  have h5 : (starRingEnd ℂ) 5 = 5 := Complex.conj_eq_iff_im.mpr (by simp)
   constructor
   · intro i
     fin_cases i <;>
-      simp [overlap, tiltedPair, Matrix.mul_apply, Fin.sum_univ_succ] <;> norm_num
+      simp [overlap, tiltedPair, Matrix.mul_apply, Fin.sum_univ_succ, h3, h4, h5]
+    norm_num
   · ext i
     fin_cases i <;>
-      simp [tiltedPair, Matrix.mul_apply, Matrix.mulVec, dotProduct, Fin.sum_univ_succ] <;>
+      simp [tiltedPair, Matrix.mul_apply, Matrix.mulVec, dotProduct, Fin.sum_univ_succ,
+        h3, h4, h5] <;>
       norm_num
 
```

Cause. Both messages report a goal left open at index 1, the first for the norm of the second orbital and the second for the second component of the eigenvalue equation. The conjugate transpose puts complex conjugation, written `starRingEnd ℂ`, on the entries 3/5 and 4/5. In the goals that remain, it stands on the numerals 3, 4 and 5 separately, and neither `simp` nor `norm_num` has replaced these conjugates by the numbers themselves. The equations are true, but the arithmetic can't be finished while the conjugates remain.

The repair proves `h3`, `h4` and `h5`, which say that 3, 4 and 5 equal their own conjugates, using `Complex.conj_eq_iff_im` and the fact that their imaginary parts are zero. Given to both `simp` calls, these facts remove the conjugations and leave ordinary arithmetic that `norm_num` can finish. Moving the first `norm_num` to its own line is mere tidying, since only the goal at index 1 is left by then.
